# Error variance at and away from the inversion centre of a one-dimensional density map with uncorrelated structure-factor errors

## Is the noise spike at the inversion centre real?

I have a one-dimensional density map of a centrosymmetric crystal, summed from 20 measured structure factors on a grid of 41 points. To get error bars I add random noise to the structure factors, with the same variance for each and no correlation between them, and recompute the map many times. The variance of the map comes out flat across the cell, except at the inversion centre, where it is about twice as large. I expected uncorrelated noise in the Fourier coefficients to have no preferred position. Is there a bug in my script, or does the centre really get a larger error?

## The waves all reach their crest at the centre

The larger error is real. With the origin x = 0 placed at the inversion centre and anomalous scattering neglected, inversion symmetry makes every structure factor real, so every error enters the map through a cosine with its crest at the centre. The noise is uncorrelated between orders, but its waves share an origin, and that singles out a position.

Let M be the number of measured orders and N = 2M+1 the number of grid points. Number the errors h = 0, …, M−1, so that eₕ is the error of the structure factor of order h+1. Each eₕ has mean zero and variance s², and different errors are uncorrelated. With the wave

wₕ(x) = cos(2π(h+1)x/N)

the map error at the integer grid point x is

δ(x) = (2/N) Σₕ eₕ wₕ(x).

The factor 1/N is the inverse of the cell length in grid steps, and the factor 2 comes from pairing each order with its negative.

**The sum of the waves.** Put C(z) = Σₕ wₕ(z) and θ = 2πz/N. For each order,

2 sin(θ/2) cos((h+1)θ) = sin((h+3/2)θ) − sin((h+1/2)θ).

Summed over h, the right-hand side telescopes:

2 sin(θ/2) C(z) = sin((M+1/2)θ) − sin(θ/2).

Since (M+1/2)θ = πz, the first sine on the right vanishes. If N does not divide z, then sin(θ/2) = sin(πz/N) is not zero and can be divided out, which leaves C(z) = −1/2. If N divides z, every cosine is 1 and C(z) = M. Write [N∣z] for 1 if N divides z and 0 otherwise. Both cases then read

C(z) = (N[N∣z] − 1)/2.

**The overlap of two grid points.** The product-to-sum formula gives

Σₕ wₕ(x)wₕ(y) = (C(x−y) + C(x+y))/2 = (N[N∣x−y] + N[N∣x+y] − 2)/4.

**The covariance.** The mean of δ(x) is zero, so the covariance is the average of δ(x)δ(y). In the double sum over h and k, the average of eₕeₖ is s² for h = k and zero otherwise. Hence

Cov(δ(x), δ(y)) = (4s²/N²) Σₕ wₕ(x)wₕ(y) = (s²/N²)(N[N∣x−y] + N[N∣x+y] − 2).

**The variances.** Set y = x. At x = 0 both brackets equal 1, and 2N − 2 = 4M, so

Var δ(0) = 4Ms²/N².

Now suppose that N does not divide x. The first bracket is still 1. The second would require 2x = Nk for some integer k, but then x = Nx − 2Mx = N(x − Mk) would be a multiple of N after all. So the second bracket is 0, and

Var δ(x) = (2M−1)s²/N².

For your map, with M = 20, the ratio is 80/39 ≈ 2.05, as your script found.

### Two orders on five grid points

Take M = 2 and N = 5. At the centre δ(0) = (2/5)(e₀ + e₁), with variance (4/25)·2s² = 0.32 s². At x = 1 the waves are cos 72° ≈ 0.309 and cos 144° ≈ −0.809. Their squares add to 0.75, so the variance is (4/25)·0.75 s² = 0.12 s². The formulas give 8/25 and 3/25, the same values. The covariance between the two points is (4/25)(0.309 − 0.809)s² = −0.08 s², in agreement with −2s²/25.

### The same result in Lean

```lean
import Mathlib

open MeasureTheory ProbabilityTheory

namespace DiffractionMapError

noncomputable section

/-- The cosine wave of order `h + 1` at grid point `x` of a cell with `2M + 1` grid points. -/
def wave (M : ℕ) (h : Fin M) (x : ℤ) : ℝ :=
  Real.cos ((((h : ℕ) : ℝ) + 1) * (2 * Real.pi * x / (2 * M + 1)))

/-- The error of a centrosymmetric density map at grid point `x`, caused by errors `e` of the
structure factors of orders `1, ..., M`. -/
def mapError {M : ℕ} (e : Fin M → ℝ) (x : ℤ) : ℝ :=
  2 / (2 * M + 1) * ∑ h, e h * wave M h x

/-- Square-integrable random errors with zero mean, common mean square `s ^ 2`, and no
correlation between different orders. -/
structure UncorrelatedErrors {Ω : Type*} [MeasurableSpace Ω] {M : ℕ}
    (μ : Measure Ω) (e : Fin M → Ω → ℝ) (s : ℝ) : Prop where
  memLp : ∀ h, MemLp (e h) 2 μ
  mean : ∀ h, ∫ ω, e h ω ∂μ = 0
  meanSq : ∀ h, ∫ ω, e h ω ^ 2 ∂μ = s ^ 2
  uncorrelated : ∀ h k, h ≠ k → ∫ ω, e h ω * e k ω ∂μ = 0

/-- The Dirichlet kernel identity for a sum of the first `M` cosine harmonics. -/
theorem dirichlet_kernel (M : ℕ) (θ : ℝ) :
    2 * Real.sin (θ / 2) * ∑ h ∈ Finset.range M, Real.cos (((h : ℝ) + 1) * θ) =
      Real.sin (((M : ℝ) + 1 / 2) * θ) - Real.sin (θ / 2) := by
  induction M with
  | zero =>
    have h0 : (((0 : ℕ) : ℝ) + 1 / 2) * θ = θ / 2 := by push_cast; ring
    rw [h0]
    simp
  | succ M ih =>
    have h1 : (((M + 1 : ℕ) : ℝ) + 1 / 2) * θ = ((M : ℝ) + 1) * θ + θ / 2 := by
      push_cast; ring
    have h2 : ((M : ℝ) + 1 / 2) * θ = ((M : ℝ) + 1) * θ - θ / 2 := by ring
    rw [h2, Real.sin_sub] at ih
    rw [Finset.sum_range_succ, mul_add, ih, h1, Real.sin_add]
    ring

/-- Summed over the measured orders, the cosine waves give `M` at the lattice points and
`-1/2` at every other grid point. -/
theorem sum_wave (M : ℕ) (z : ℤ) :
    ∑ h, wave M h z = if (2 * (M : ℤ) + 1) ∣ z then (M : ℝ) else -1 / 2 := by
  have hN : (2 * (M : ℝ) + 1) ≠ 0 := by positivity
  split_ifs with hz
  · -- at a lattice point every wave is at its crest
    obtain ⟨k, rfl⟩ := hz
    have h1 : ∀ h : Fin M, wave M h ((2 * (M : ℤ) + 1) * k) = 1 := by
      intro h
      have harg : (((h : ℕ) : ℝ) + 1) * (2 * Real.pi * (((2 * (M : ℤ) + 1) * k : ℤ) : ℝ)
          / (2 * M + 1)) = (((((h : ℕ) : ℤ) + 1) * k : ℤ) : ℝ) * (2 * Real.pi) := by
        push_cast
        field_simp
      rw [wave, harg, Real.cos_int_mul_two_pi]
    simp [h1]
  · -- elsewhere the Dirichlet kernel has a vanishing numerator
    have hsin : Real.sin (2 * Real.pi * z / (2 * M + 1) / 2) ≠ 0 := by
      intro h0
      obtain ⟨n, hn⟩ := Real.sin_eq_zero_iff.mp h0
      have h3 : (z : ℝ) = (2 * M + 1) * n := by
        field_simp at hn
        linarith
      exact hz ⟨n, by exact_mod_cast h3⟩
    have hk := dirichlet_kernel M (2 * Real.pi * z / (2 * M + 1))
    have harg : ((M : ℝ) + 1 / 2) * (2 * Real.pi * z / (2 * M + 1)) = z * Real.pi := by
      field_simp
    rw [harg, Real.sin_int_mul_pi, Finset.sum_range] at hk
    apply mul_left_cancel₀ (mul_ne_zero two_ne_zero hsin)
    exact hk.trans (by ring)

/-- The overlap of the measured waves at two grid points depends only on whether the points
coincide, or are inversion images of each other, up to lattice translations. -/
theorem sum_wave_mul (M : ℕ) (x y : ℤ) :
    ∑ h, wave M h x * wave M h y =
      ((2 * M + 1) * ((if (2 * (M : ℤ) + 1) ∣ x - y then 1 else 0) +
        (if (2 * (M : ℤ) + 1) ∣ x + y then 1 else 0)) - 2) / 4 := by
  have h1 : ∀ h : Fin M, wave M h x * wave M h y =
      (wave M h (x - y) + wave M h (x + y)) / 2 := by
    intro h
    simp only [wave, Int.cast_sub, Int.cast_add, mul_sub, mul_add, sub_div, add_div,
      Real.cos_sub, Real.cos_add]
    ring
  simp only [h1]
  rw [← Finset.sum_div, Finset.sum_add_distrib, sum_wave, sum_wave]
  split_ifs <;> ring

variable {Ω : Type*} [MeasurableSpace Ω] {μ : Measure Ω} [IsProbabilityMeasure μ]
  {M : ℕ} {e : Fin M → Ω → ℝ} {s : ℝ}

/-- For uncorrelated centred errors the map error is integrable and has zero mean at every
grid point. -/
theorem mean_mapError (he : UncorrelatedErrors μ e s) (x : ℤ) :
    Integrable (fun ω => mapError (fun h => e h ω) x) μ ∧
      ∫ ω, mapError (fun h => e h ω) x ∂μ = 0 := by
  have hi : ∀ h ∈ Finset.univ, Integrable (fun ω => e h ω * wave M h x) μ :=
    fun h _ => ((he.memLp h).integrable (by norm_num)).mul_const _
  simp only [mapError]
  refine ⟨(integrable_finsetSum _ hi).const_mul _, ?_⟩
  rw [integral_const_mul, integral_finsetSum _ hi]
  simp [integral_mul_const, he.mean]

/-- The covariance of the map errors at two grid points, for uncorrelated centred errors of
variance `s ^ 2`. -/
theorem covariance_mapError (he : UncorrelatedErrors μ e s) (x y : ℤ) :
    covariance (fun ω => mapError (fun h => e h ω) x)
        (fun ω => mapError (fun h => e h ω) y) μ =
      s ^ 2 / (2 * M + 1) ^ 2 *
        ((2 * M + 1) * ((if (2 * (M : ℤ) + 1) ∣ x - y then 1 else 0) +
          (if (2 * (M : ℤ) + 1) ∣ x + y then 1 else 0)) - 2) := by
  have hint : ∀ h k, Integrable (fun ω => e h ω * e k ω) μ :=
    fun h k => (he.memLp h).integrable_mul (he.memLp k)
  rw [covariance]
  simp only [(mean_mapError he _).2, sub_zero]
  -- expand the product into a double sum over orders
  have hexp : ∀ ω, mapError (fun h => e h ω) x * mapError (fun h => e h ω) y =
      ∑ h, ∑ k, ((2 / (2 * M + 1)) ^ 2 * (wave M h x * wave M k y)) * (e h ω * e k ω) := by
    intro ω
    simp only [mapError]
    rw [mul_mul_mul_comm, Finset.sum_mul_sum, Finset.mul_sum]
    refine Finset.sum_congr rfl fun h _ => ?_
    rw [Finset.mul_sum]
    refine Finset.sum_congr rfl fun k _ => ?_
    ring
  simp only [hexp]
  rw [integral_finsetSum _ (fun h _ => integrable_finsetSum _
    fun k _ => (hint h k).const_mul _)]
  -- only equal orders survive the average
  have hdiag : ∀ h : Fin M, ∫ ω, ∑ k, ((2 / (2 * (M : ℝ) + 1)) ^ 2 *
      (wave M h x * wave M k y)) * (e h ω * e k ω) ∂μ =
      ((2 / (2 * (M : ℝ) + 1)) ^ 2 * s ^ 2) * (wave M h x * wave M h y) := by
    intro h
    rw [integral_finsetSum _ (fun k _ => (hint h k).const_mul _), Finset.sum_eq_single h]
    · rw [integral_const_mul]
      simp only [← pow_two, he.meanSq]
      ring
    · intro k _ hk
      rw [integral_const_mul, he.uncorrelated h k hk.symm, mul_zero]
    · intro hh
      exact absurd (Finset.mem_univ h) hh
  simp only [hdiag]
  rw [← Finset.mul_sum, sum_wave_mul, div_pow]
  ring

/-- For uncorrelated centred errors of variance `s ^ 2`, the map error has variance
`4 M s ^ 2 / N ^ 2` at the inversion centre and `(2 M - 1) s ^ 2 / N ^ 2` at every grid point
that is not a lattice translate of it, where `N = 2 M + 1`. -/
theorem variance_mapError (he : UncorrelatedErrors μ e s) :
    variance (fun ω => mapError (fun h => e h ω) 0) μ = 4 * M * s ^ 2 / (2 * M + 1) ^ 2 ∧
    ∀ x : ℤ, ¬ (2 * (M : ℤ) + 1) ∣ x →
      variance (fun ω => mapError (fun h => e h ω) x) μ =
        (2 * M - 1) * s ^ 2 / (2 * M + 1) ^ 2 := by
  have hvar : ∀ x : ℤ, variance (fun ω => mapError (fun h => e h ω) x) μ = _ := fun x =>
    (covariance_self (mean_mapError he x).1.aestronglyMeasurable.aemeasurable).symm.trans
      (covariance_mapError he x x)
  constructor
  · rw [hvar, sub_self, add_zero, if_pos (dvd_zero _)]
    ring
  · intro x hx
    -- the number of grid points is odd, so no other point is its own inversion image
    have h2 : ¬ (2 * (M : ℤ) + 1) ∣ x + x := by
      rintro ⟨k, hk⟩
      exact hx ⟨x - M * k, by linear_combination (-(M : ℤ)) * hk⟩
    rw [hvar, sub_self, if_pos (dvd_zero _), if_neg h2]
    ring

/-- An instance with `m + 1` orders: one order, chosen uniformly, receives an error of size
`√(m + 1) * |s|` with random sign, and the others receive none. -/
theorem uncorrelatedErrors_witness (m : ℕ) (s : ℝ) :
    UncorrelatedErrors (PMF.uniformOfFintype (Fin (m + 1) × Bool)).toMeasure
      (fun (h : Fin (m + 1)) ω =>
        if ω.1 = h then (if ω.2 then 1 else -1) * (Real.sqrt (m + 1) * s) else 0) s := by
  have hp : ∀ a, (PMF.uniformOfFintype (Fin (m + 1) × Bool) a).toReal =
      1 / (2 * ((m : ℝ) + 1)) := by
    intro a
    rw [PMF.uniformOfFintype_apply, ENNReal.toReal_inv, ENNReal.toReal_natCast,
      Fintype.card_prod, Fintype.card_fin, Fintype.card_bool]
    push_cast
    rw [one_div, mul_comm]
  -- averages are finite sums over the chosen order and the sign
  have key : ∀ f : Fin (m + 1) × Bool → ℝ,
      ∫ ω, f ω ∂(PMF.uniformOfFintype (Fin (m + 1) × Bool)).toMeasure =
        1 / (2 * ((m : ℝ) + 1)) * ∑ k, (f (k, true) + f (k, false)) := by
    intro f
    rw [PMF.integral_eq_sum]
    simp only [hp, smul_eq_mul]
    rw [← Finset.mul_sum, Fintype.sum_prod_type]
    simp only [Fintype.sum_bool]
  have hs : Real.sqrt ((m : ℝ) + 1) ^ 2 = m + 1 := Real.sq_sqrt (by positivity)
  refine ⟨fun h => MemLp.of_discrete, fun h => ?_, fun h => ?_, fun h k hhk => ?_⟩
  · rw [key, Finset.sum_eq_zero, mul_zero]
    intro j _
    by_cases hj : j = h <;> simp [hj]
  · rw [key, Finset.sum_eq_single h]
    · simp only [↓reduceIte, Bool.false_eq_true]
      have hm : (m : ℝ) + 1 ≠ 0 := by positivity
      rw [one_div, inv_mul_eq_iff_eq_mul₀ (mul_ne_zero two_ne_zero hm)]
      linear_combination 2 * s ^ 2 * hs
    · intro j _ hj
      simp [hj]
    · intro hh
      exact absurd (Finset.mem_univ h) hh
  · rw [key, Finset.sum_eq_zero, mul_zero]
    intro j _
    by_cases hj : j = h
    · simp [hj, hhk]
    · simp [hj]

end

end DiffractionMapError
```

```lean
#print axioms DiffractionMapError.variance_mapError
```

```
'DiffractionMapError.variance_mapError' depends on axioms: [propext, Classical.choice, Quot.sound]
```

### What the theorems say about a map

`wave M h x` is wₕ(x), and `mapError e x` is the map error for one set of errors. The type `Fin M` counts from 0, hence the order `h + 1`. Grid points are integers, so each point of the cell appears together with its lattice translates, and two integers describe the same point of the cell exactly when `2 * M + 1` divides their difference.

The random errors are functions `e h` on a probability space with measure `μ`. The structure `UncorrelatedErrors μ e s` collects what is assumed of them:

- `memLp` says that each error has a finite mean square.
- `mean` excludes systematic errors such as an uncorrected absorption effect.
- `meanSq` gives every order the same variance s², which is a simplification, since the uncertainties of measured structure factors generally differ.
- `uncorrelated` makes the mixed second moments vanish. An error in a common scale factor would violate it, because it changes all structure factors by the same proportion.

Neither independence nor a Gaussian distribution is required.

`covariance_mapError` states the covariance for any two grid points. It also shows that the errors at x and −x have a covariance equal to their variance, as they must, since the map error is an even function. `variance_mapError` states the two variances: one at 0, the other at every integer that N does not divide. With M = 0 there is a single grid point with no error, and the second statement has no point to speak about.

The model leaves out several sources of error. The order-zero term, which fixes the total number of electrons in the cell, is taken as exact. The signs of the structure factors are taken as known, and the error is measured against the map from the same finite set of orders, so series termination does not enter. The variance away from the centre is flat only on these N grid points; between them it changes with position. At the cell's other inversion centre, half a period away, every wave is at a crest or a trough, so the variance there is as large as at x = 0. Because N is odd, that centre falls between grid points and does not show up in the map.

Within this one-dimensional model with equal variances, the result bears on comparisons between measured and computed electron densities: a discrepancy at an atom on the inversion centre should be judged against a larger error bar than one elsewhere on the grid.

### From the cosine sum to the variances

`dirichlet_kernel` proves the telescoped identity by induction on M, using the addition formulas for the sine at each step. `sum_wave` evaluates C(z) in its two cases. When N divides z, each argument is rewritten as an integer multiple of 2π. Otherwise, `Real.sin_eq_zero_iff` shows that a vanishing sin(πz/N) would make z a multiple of N, so the factor can be cancelled. `sum_wave_mul` is the product-to-sum step.

`mean_mapError` gives the zero mean and also integrability. The zero mean removes the subtracted averages from the definition of covariance. Integrability supplies the measurability that `covariance_self` needs to identify the covariance of δ(x) with itself as its variance.

In `covariance_mapError`, `hexp` writes the product of two map errors as a double sum, and `hdiag` averages the inner sum over k at fixed h. The step that discards the cross terms is `Finset.sum_eq_single h`, which deserves a closer look. It replaces a finite sum by its term at `h`, and in return asks for two proofs: that every other term is zero, and that the term at `h` would be zero if `h` were missing from the index set. The rewrite therefore leaves three goals:

1. The surviving term is evaluated with `he.meanSq`, which brings in s².
2. The terms with k ≠ h vanish by `he.uncorrelated`.
3. The missing-index case is impossible, because the sum runs over all orders.

The two statistical assumptions thus enter at separate, visible places. What remains is the sum of wₕ(x)wₕ(y), which `sum_wave_mul` evaluates.

`variance_mapError` sets y = x. Its `h2` is the argument from odd N, with the same integer x − Mk as above, and `linear_combination` verifies the algebra.

Finally, `uncorrelatedErrors_witness` constructs errors of the assumed kind for any s and any number m+1 of orders. One order is chosen uniformly and receives ±√(m+1)·s with a random sign; the others receive nothing. The sign makes the mean zero, the probability 1/(m+1) brings the mean square to s², and two different orders are never in error at once, so their product is always zero.
